# With positive masses, a Pauli–Villars sum of quadratically divergent tadpole integrals converges exactly when $\sum c_i = 0$ and $\sum c_i M_i^2 = 0$

## Can a better weight remove the leftover logarithm?

Let $u = k_E^2$ be the squared Euclidean loop momentum and $L$ an upper limit on $u$. After Wick rotation and angular integration in four spacetime dimensions, the tadpole integral, a one-loop integral over a single scalar propagator of mass $m$, diverges quadratically and becomes, up to a constant factor,

$$\int_0^L \frac{u}{u+m^2}\,du .$$

A Pauli–Villars regulator is a fictitious field of mass $M$ whose loop is added with a weight $c$. I took $c=-1$. The term proportional to $L$ cancelled, but a term in $\ln L$ survived. Could I tune $c$ and $M$ so that the two kinds of growth offset each other? If not, how many regulators do I need, and what fixes their weights?

## Two conditions on the weights, and two regulators to meet them

Tuning doesn't help: growth in $L$ and growth in $\ln L$ cannot offset each other, so each coefficient must vanish separately. A single regulator achieves this only with $c=-1$ and $M=m$, which cancels the original loop entirely. Two regulators work if their masses differ from each other and from $m$, and their weights are then uniquely determined.

Take finitely many real weights $c_i$ and masses $M_i>0$, with the physical field included in the list, and write $s=M_i^2$. Since $u/(u+s) = 1 - s/(u+s)$,

$$\int_0^L \frac{u}{u+s}\,du = L - s\,[\ln(L+s)-\ln s].$$

For the logarithmically divergent integral, $u/(u+s)^2 = 1/(u+s) - s/(u+s)^2$ gives

$$\int_0^L \frac{u}{(u+s)^2}\,du = \ln(L+s)-\ln s+\frac{s}{L+s}-1 .$$

As $L$ grows, $\ln(L+s)-\ln L=\ln(1+s/L)\to 0$ and $s/(L+s)\to 0$. The weighted sums, $Q$ for the first integral and $G$ for the second, therefore behave as

$$Q(L) = \Big(\sum_i c_i\Big)L-\Big(\sum_i c_iM_i^2\Big)\ln L+\sum_i c_iM_i^2\ln M_i^2+o(1),$$

$$G(L) = \Big(\sum_i c_i\Big)\ln L-\sum_i c_i\ln M_i^2-\sum_i c_i+o(1).$$

Suppose $aL-b\ln L$ has a finite limit. Dividing by $L$ gives $a-b\ln L/L\to0$, and $\ln L/L\to 0$, so $a=0$. What remains is $-b\ln L$; dividing by $\ln L$ gives $b=0$. Hence $Q$ converges exactly when $\sum c_i=0$ and $\sum c_iM_i^2=0$, with limit $\sum c_iM_i^2\ln M_i^2$. Likewise $G$ converges exactly when $\sum c_i=0$, with limit $-\sum c_i\ln M_i^2$.

For your single regulator the conditions read $1+c=0$ and $m^2+cM^2=0$. They give $c=-1$ and $M^2=m^2$, so $M=m$. For two regulators with $M_1\ne M_2$, the equations $c_1+c_2=-1$ and $c_1M_1^2+c_2M_2^2=-m^2$ have the one solution

$$c_1=\frac{M_2^2-m^2}{M_1^2-M_2^2},\qquad c_2=\frac{m^2-M_1^2}{M_1^2-M_2^2}.$$

Equal regulator masses are of no use. With $M_1=M_2=2m$, the conditions would demand both $c_1+c_2=-1$ and $4(c_1+c_2)=-1$, and no weights satisfy them; the same happens for any common mass other than $m$. With $M_1=M_2=m$, all weights with $c_1+c_2=-1$ satisfy them, but the original loop is again cancelled entirely.

In an actual calculation, consider the one-loop shift of the squared mass of a scalar field with interaction $\lambda\phi^4/4!$, where the prefactor of the first integral is $\lambda/(32\pi^2)$. Choose $M_1^2=m^2+2\Lambda^2$ and $M_2^2=m^2+\Lambda^2$, with $\Lambda>0$ setting the regulator scale. The weights are then $c_1=1$ and $c_2=-2$, and the limit $L\to\infty$ leaves

$$m^2\ln m^2+(m^2+2\Lambda^2)\ln(m^2+2\Lambda^2)-2(m^2+\Lambda^2)\ln(m^2+\Lambda^2).$$

For $\Lambda\gg m$ this is $2\Lambda^2\ln2$ to leading order. The quadratic sensitivity has moved from the momentum cutoff to the regulator masses, and mass renormalization absorbs it.

Here is the Lean development of these results.

```lean
import Mathlib

open Filter Topology

namespace PauliVillars

noncomputable section

variable {ι : Type*} [Fintype ι]

/-- Weighted sum of quadratically divergent loop integrals with masses `M i`, where `u` is the
squared Euclidean momentum, cut off at `L`. Domain: `L ≥ 0` and nonzero masses. -/
def quadLoop (c M : ι → ℝ) (L : ℝ) : ℝ :=
  ∑ i, c i * ∫ u in (0 : ℝ)..L, u / (u + M i ^ 2)

/-- Weighted sum of logarithmically divergent loop integrals, with squared denominators,
cut off at squared momentum `L`. Domain: `L ≥ 0` and nonzero masses. -/
def logLoop (c M : ι → ℝ) (L : ℝ) : ℝ :=
  ∑ i, c i * ∫ u in (0 : ℝ)..L, u / (u + M i ^ 2) ^ 2

/-- Closed form of the quadratically divergent integral for squared mass `s > 0` and
cutoff `L ≥ 0`. -/
theorem integral_quad {s L : ℝ} (hs : 0 < s) (hL : 0 ≤ L) :
    ∫ u in (0 : ℝ)..L, u / (u + s) = L - s * (Real.log (L + s) - Real.log s) := by
  have hpos : ∀ u ∈ Set.uIcc 0 L, 0 < u + s := by
    intro u hu
    rw [Set.uIcc_of_le hL] at hu
    linarith [hu.1]
  -- the antiderivative is `u - s log (u + s)`
  have hd : ∀ u ∈ Set.uIcc 0 L,
      HasDerivAt (fun v : ℝ => v - s * Real.log (v + s)) (u / (u + s)) u := by
    intro u hu
    have h := (hpos u hu).ne'
    have h1 := ((hasDerivAt_id' u).add_const s).log h
    refine ((hasDerivAt_id' u).fun_sub (h1.const_mul s)).congr_deriv ?_
    linear_combination (-1 : ℝ) * mul_inv_cancel₀ h
  rw [intervalIntegral.integral_eq_sub_of_hasDerivAt hd
    (ContinuousOn.intervalIntegrable
      (ContinuousOn.div (by fun_prop) (by fun_prop) (fun u hu => (hpos u hu).ne')))]
  simp only [zero_add]
  ring

/-- Closed form of the logarithmically divergent integral for squared mass `s > 0` and
cutoff `L ≥ 0`. -/
theorem integral_log {s L : ℝ} (hs : 0 < s) (hL : 0 ≤ L) :
    ∫ u in (0 : ℝ)..L, u / (u + s) ^ 2 =
      (Real.log (L + s) - Real.log s) + s / (L + s) - 1 := by
  have hpos : ∀ u ∈ Set.uIcc 0 L, 0 < u + s := by
    intro u hu
    rw [Set.uIcc_of_le hL] at hu
    linarith [hu.1]
  -- the antiderivative is `log (u + s) + s / (u + s)`
  have hd : ∀ u ∈ Set.uIcc 0 L,
      HasDerivAt (fun v : ℝ => Real.log (v + s) + s / (v + s)) (u / (u + s) ^ 2) u := by
    intro u hu
    have h := (hpos u hu).ne'
    have h0 := (hasDerivAt_id' u).add_const s
    refine ((h0.log h).fun_add ((hasDerivAt_const u s).fun_div h0 h)).congr_deriv ?_
    rw [div_add_div _ _ h (pow_ne_zero 2 h),
      div_eq_div_iff (mul_ne_zero h (pow_ne_zero 2 h)) (pow_ne_zero 2 h)]
    ring
  rw [intervalIntegral.integral_eq_sub_of_hasDerivAt hd
    (ContinuousOn.intervalIntegrable (ContinuousOn.div (by fun_prop) (by fun_prop)
      (fun u hu => pow_ne_zero 2 (hpos u hu).ne')))]
  simp only [zero_add, div_self hs.ne']
  ring

/-- A linear and a logarithmic divergence cannot compensate each other: `a L - b log L` has a
finite limit for growing `L` only if both coefficients vanish. -/
theorem no_divergence {a b l : ℝ}
    (h : Tendsto (fun L : ℝ => a * L - b * Real.log L) atTop (𝓝 l)) : a = 0 ∧ b = 0 := by
  have ha : a = 0 := by
    -- divide by `L`
    have h1 : Tendsto (fun L : ℝ => (a * L - b * Real.log L) / L) atTop (𝓝 0) :=
      h.div_atTop tendsto_id
    have h2 : Tendsto (fun L : ℝ => Real.log L / L) atTop (𝓝 0) :=
      Real.isLittleO_log_id_atTop.tendsto_div_nhds_zero
    have h3 : Tendsto (fun _ : ℝ => a) atTop (𝓝 (0 + b * 0)) := by
      refine (h1.add (h2.const_mul b)).congr' ?_
      filter_upwards [eventually_gt_atTop 0] with L hL
      linear_combination a * mul_inv_cancel₀ hL.ne'
    linarith [tendsto_const_nhds_iff.mp h3]
  refine ⟨ha, ?_⟩
  subst ha
  -- divide by `log L`
  have h1 : Tendsto (fun L : ℝ => (0 * L - b * Real.log L) / Real.log L) atTop (𝓝 0) :=
    h.div_atTop Real.tendsto_log_atTop
  have h2 : Tendsto (fun _ : ℝ => -b) atTop (𝓝 0) := by
    refine h1.congr' ?_
    filter_upwards [eventually_gt_atTop 1] with L hL
    linear_combination (-b) * mul_inv_cancel₀ (Real.log_pos hL).ne'
  linarith [tendsto_const_nhds_iff.mp h2]

/-- For positive masses, subtracting `(∑ c) L - (∑ c M²) log L` from the quadratically divergent
combination leaves the finite part `∑ c M² log M²` as the cutoff grows. -/
theorem quadLoop_asymptotics (c M : ι → ℝ) (hM : ∀ i, 0 < M i) :
    Tendsto (fun L => quadLoop c M L - ((∑ i, c i) * L - (∑ i, c i * M i ^ 2) * Real.log L))
      atTop (𝓝 (∑ i, c i * M i ^ 2 * Real.log (M i ^ 2))) := by
  have h := tendsto_finsetSum Finset.univ (fun i (_ : i ∈ Finset.univ) =>
    (((Real.tendsto_log_comp_add_sub_log (M i ^ 2)).const_mul (M i ^ 2)).const_sub
      (M i ^ 2 * Real.log (M i ^ 2))).const_mul (c i))
  have e : ∑ i, c i * M i ^ 2 * Real.log (M i ^ 2) =
      ∑ i, c i * (M i ^ 2 * Real.log (M i ^ 2) - M i ^ 2 * 0) :=
    Finset.sum_congr rfl fun i _ => by ring
  rw [e]
  refine h.congr' ?_
  filter_upwards [eventually_ge_atTop 0] with L hL
  rw [quadLoop, Finset.sum_mul, Finset.sum_mul, ← Finset.sum_sub_distrib,
    ← Finset.sum_sub_distrib]
  refine Finset.sum_congr rfl fun i _ => ?_
  rw [integral_quad (pow_pos (hM i) 2) hL]
  ring

/-- Pauli-Villars conditions: for positive masses the quadratically divergent combination has a
finite limit iff `∑ c = 0` and `∑ c M² = 0`, and then the limit is `∑ c M² log M²`. -/
theorem quadLoop_converges_iff (c M : ι → ℝ) (hM : ∀ i, 0 < M i) :
    ((∃ l, Tendsto (quadLoop c M) atTop (𝓝 l)) ↔ ∑ i, c i = 0 ∧ ∑ i, c i * M i ^ 2 = 0) ∧
    (∑ i, c i = 0 → ∑ i, c i * M i ^ 2 = 0 →
      Tendsto (quadLoop c M) atTop (𝓝 (∑ i, c i * M i ^ 2 * Real.log (M i ^ 2)))) := by
  have h := quadLoop_asymptotics c M hM
  have hlim : ∑ i, c i = 0 → ∑ i, c i * M i ^ 2 = 0 →
      Tendsto (quadLoop c M) atTop (𝓝 (∑ i, c i * M i ^ 2 * Real.log (M i ^ 2))) := by
    intro h0 h2
    simp only [h0, h2, zero_mul, sub_zero] at h
    exact h
  refine ⟨⟨?_, fun h' => ⟨_, hlim h'.1 h'.2⟩⟩, hlim⟩
  rintro ⟨l, hl⟩
  exact no_divergence ((hl.sub h).congr fun L => by ring)

/-- For positive masses the logarithmically divergent combination has a finite limit iff
`∑ c = 0`, and then the limit is `-∑ c log M²`. -/
theorem logLoop_converges_iff (c M : ι → ℝ) (hM : ∀ i, 0 < M i) :
    ((∃ l, Tendsto (logLoop c M) atTop (𝓝 l)) ↔ ∑ i, c i = 0) ∧
    (∑ i, c i = 0 →
      Tendsto (logLoop c M) atTop (𝓝 (-∑ i, c i * Real.log (M i ^ 2)))) := by
  -- subtract the divergent part `(∑ c) log L`
  have h : Tendsto (fun L => logLoop c M L - (∑ i, c i) * Real.log L) atTop
      (𝓝 (-∑ i, c i * Real.log (M i ^ 2) - ∑ i, c i)) := by
    have hq : ∀ s : ℝ, Tendsto (fun L : ℝ => s / (L + s)) atTop (𝓝 0) := fun s =>
      (tendsto_atTop_add_const_right atTop s tendsto_id).const_div_atTop s
    have h1 := tendsto_finsetSum Finset.univ (fun i (_ : i ∈ Finset.univ) =>
      ((((Real.tendsto_log_comp_add_sub_log (M i ^ 2)).sub_const
        (Real.log (M i ^ 2))).add (hq (M i ^ 2))).sub_const 1).const_mul (c i))
    have e : -∑ i, c i * Real.log (M i ^ 2) - ∑ i, c i =
        ∑ i, c i * (0 - Real.log (M i ^ 2) + 0 - 1) := by
      rw [← Finset.sum_neg_distrib, ← Finset.sum_sub_distrib]
      exact Finset.sum_congr rfl fun i _ => by ring
    rw [e]
    refine h1.congr' ?_
    filter_upwards [eventually_ge_atTop 0] with L hL
    rw [logLoop, Finset.sum_mul, ← Finset.sum_sub_distrib]
    refine Finset.sum_congr rfl fun i _ => ?_
    rw [integral_log (pow_pos (hM i) 2) hL]
    ring
  have hlim : ∑ i, c i = 0 →
      Tendsto (logLoop c M) atTop (𝓝 (-∑ i, c i * Real.log (M i ^ 2))) := by
    intro h0
    simp only [h0, zero_mul, sub_zero] at h
    exact h
  refine ⟨⟨?_, fun h0 => ⟨_, hlim h0⟩⟩, hlim⟩
  rintro ⟨l, hl⟩
  have h2 := no_divergence (a := 0) (b := -∑ i, c i)
    ((hl.sub h).congr fun L => by ring)
  exact neg_eq_zero.mp h2.2

/-- One regulator of positive mass `M` and weight `c`, added to a field of positive mass `m` and
weight one, makes the quadratically divergent integral converge iff `c = -1` and `M = m`. -/
theorem one_regulator {m M : ℝ} (c : ℝ) (hm : 0 < m) (hM : 0 < M) :
    (∃ l, Tendsto (quadLoop ![1, c] ![m, M]) atTop (𝓝 l)) ↔ c = -1 ∧ M = m := by
  have e1 : ∑ i, (![1, c] : Fin 2 → ℝ) i = 1 + c := Fin.sum_univ_two _
  have e2 : ∑ i, (![1, c] : Fin 2 → ℝ) i * (![m, M] : Fin 2 → ℝ) i ^ 2 =
      1 * m ^ 2 + c * M ^ 2 := Fin.sum_univ_two _
  rw [(quadLoop_converges_iff _ _ (by intro i; fin_cases i <;> simp [hm, hM])).1, e1, e2]
  constructor
  · rintro ⟨h1, h2⟩
    have h3 : (M - m) * (M + m) = 0 := by linear_combination M ^ 2 * h1 - h2
    refine ⟨by linarith, ?_⟩
    rcases mul_eq_zero.mp h3 with h | h <;> linarith
  · rintro ⟨h1, h2⟩
    rw [h1, h2]
    constructor <;> ring

/-- Two regulators of different positive masses, added to a field of positive mass `m` and weight
one, make the quadratically divergent integral converge for exactly one pair of weights. -/
theorem two_regulators {m M₁ M₂ : ℝ} (c₁ c₂ : ℝ) (hm : 0 < m) (h₁ : 0 < M₁) (h₂ : 0 < M₂)
    (hne : M₁ ≠ M₂) :
    (∃ l, Tendsto (quadLoop ![1, c₁, c₂] ![m, M₁, M₂]) atTop (𝓝 l)) ↔
      c₁ = (M₂ ^ 2 - m ^ 2) / (M₁ ^ 2 - M₂ ^ 2) ∧
      c₂ = (m ^ 2 - M₁ ^ 2) / (M₁ ^ 2 - M₂ ^ 2) := by
  have hD : M₁ ^ 2 - M₂ ^ 2 ≠ 0 := by
    intro h
    apply mul_ne_zero (sub_ne_zero.mpr hne) (add_pos h₁ h₂).ne'
    linear_combination h
  have e1 : ∑ i, (![1, c₁, c₂] : Fin 3 → ℝ) i = 1 + c₁ + c₂ := Fin.sum_univ_three _
  have e2 : ∑ i, (![1, c₁, c₂] : Fin 3 → ℝ) i * (![m, M₁, M₂] : Fin 3 → ℝ) i ^ 2 =
      1 * m ^ 2 + c₁ * M₁ ^ 2 + c₂ * M₂ ^ 2 := Fin.sum_univ_three _
  rw [(quadLoop_converges_iff _ _ (by intro i; fin_cases i <;> simp [hm, h₁, h₂])).1, e1, e2,
    eq_div_iff hD, eq_div_iff hD]
  -- two linear equations for the two weights
  constructor
  · rintro ⟨k1, k2⟩
    exact ⟨by linear_combination k2 - M₂ ^ 2 * k1, by linear_combination M₁ ^ 2 * k1 - k2⟩
  · rintro ⟨k1, k2⟩
    exact ⟨mul_left_cancel₀ hD (by linear_combination k1 + k2),
      mul_left_cancel₀ hD (by linear_combination M₁ ^ 2 * k1 + M₂ ^ 2 * k2)⟩

end

end PauliVillars
```

```lean
#print axioms PauliVillars.quadLoop_converges_iff
-- 'PauliVillars.quadLoop_converges_iff' depends on axioms: [propext, Classical.choice, Quot.sound]
#print axioms PauliVillars.logLoop_converges_iff
-- 'PauliVillars.logLoop_converges_iff' depends on axioms: [propext, Classical.choice, Quot.sound]
#print axioms PauliVillars.one_regulator
-- 'PauliVillars.one_regulator' depends on axioms: [propext, Classical.choice, Quot.sound]
#print axioms PauliVillars.two_regulators
-- 'PauliVillars.two_regulators' depends on axioms: [propext, Classical.choice, Quot.sound]
```

The index type `ι` is finite and labels the fields. The functions `c` and `M` give their weights and masses, and `quadLoop c M L` and `logLoop c M L` are $Q(L)$ and $G(L)$. All integrals share the same cutoff. The letter `L` bounds the squared momentum, so it corresponds to the square of a textbook momentum cutoff; a "quadratic" divergence is linear in `L`. `Real.log` is the natural logarithm, and masses are numbers in a fixed unit. When the conditions for convergence hold, changing that unit leaves the limit of $G$ unchanged and rescales the limit of $Q$ as a squared mass. No logarithm of the conversion factor is left over, because it is multiplied by coefficients that sum to zero.

The expression `∃ l, Tendsto (quadLoop c M) atTop (𝓝 l)` says that $Q(L)$ approaches some finite real number as $L\to\infty$. The theorem `quadLoop_converges_iff` equates this with the two conditions, and its second part supplies the value of the limit. `logLoop_converges_iff` does the same for $G$ with its single condition. In `one_regulator` and `two_regulators`, the lists `![1, c]` and `![1, c₁, c₂]` put the physical field first, with weight one.

The hypothesis `hM` makes every mass positive. A massless particle would give the logarithmic integrand $1/u$, which diverges at the lower end, an infrared problem that these regulators are not meant to cure. The quadratically divergent integral has no such problem, since its massless integrand is $1$, but the theorems here leave that case out.

The step left to the physicist is the reduction of a Feynman diagram to these radial integrals, including its numerator algebra and any dependence on external momenta. The results therefore concern two kinds of integral at fixed regulator masses, and not the consistent regularization of a whole gauge theory. Within that one-loop restriction they bear on QED: for a single regulator of weight $-1$, the limit of $G$ is $\ln(M^2/m^2)$, the logarithm familiar from charge renormalization.

The proof follows the calculation above. `integral_quad` and `integral_log` verify the antiderivatives $u-s\ln(u+s)$ and $\ln(u+s)+s/(u+s)$ by differentiation, then apply the fundamental theorem of calculus. Positivity of $u+s$ on the interval keeps the denominators away from zero and makes the integrands continuous.

`no_divergence` contains the two divisions, first by $L$ and then by $\ln L$. Each produces a constant function that tends to a known limit, and uniqueness of limits fixes the coefficient.

`quadLoop_asymptotics` establishes the expansion of $Q$. It takes the limit $\ln(L+s)-\ln L\to0$ for each field, adds the finitely many limits with `tendsto_finsetSum`, and inserts the closed form for $L\ge0$.

In `quadLoop_converges_iff`, the two conditions remove the divergent terms from this expansion, which leaves the stated limit. For the converse, suppose $Q$ converges. Subtracting the convergent remainder from $Q$ shows that the divergent part $(\sum c_i)L-(\sum c_iM_i^2)\ln L$ also has a finite limit, so `no_divergence` forces both coefficients to vanish. `logLoop_converges_iff` repeats the argument with $a=0$ and $b=-\sum c_i$. The extra constant $-\sum c_i$ in the expansion of $G$ disappears once the condition holds.

The two applications are algebra on these conditions. `one_regulator` combines them into $(M-m)(M+m)=0$, and positive masses leave only $M=m$. `two_regulators` first shows $M_1^2-M_2^2\ne0$, then solves the pair of linear equations, with `linear_combination` carrying out the eliminations in both directions.
